# Interband spectral density of a Weyl node: linear in frequency, with a power-counting law for $k^z$ bands

Light of frequency $O$ shining on a Weyl node lifts electrons from the lower cone to the upper one, at wave vectors where the gap $2v|\mathbf k|$ equals $O$; here $v>0$ is the speed of the electrons in the cones. How does the absorption grow with $O$?

Take one clean, non-interacting, untilted node at zero temperature, with the chemical potential at the crossing and $\hbar=e=1$. The Kubo formula then gives the real part of the interband conductivity, which sets the power absorbed from a given field, as the derivative of a cumulative weight $W(O)$, which collects all transitions with gap below $O$. That formula is the physical input; the file starts from $W$.

## The Hamiltonian and its bands

```lean
import Mathlib

open Real Matrix

namespace WeylOpticalResponse

noncomputable section
```

This loads Mathlib and opens a namespace.

```lean
/-- The Pauli matrix `σx`. -/
def pauliX : Matrix (Fin 2) (Fin 2) ℂ := !![0, 1; 1, 0]
```

`!![0, 1; 1, 0]` lists the matrix rows of $\sigma_x$.

```lean
/-- The Pauli matrix `σy`. -/
def pauliY : Matrix (Fin 2) (Fin 2) ℂ := !![0, -Complex.I; Complex.I, 0]
```

Likewise $\sigma_y$, with `Complex.I` for $i$.

```lean
/-- The Pauli matrix `σz`. -/
def pauliZ : Matrix (Fin 2) (Fin 2) ℂ := !![1, 0; 0, -1]
```

And $\sigma_z$.

```lean
/-- The product `k·σ` for the wave vector `k = (x, y, z)`. -/
def kSigma (x y z : ℝ) : Matrix (Fin 2) (Fin 2) ℂ :=
  (x : ℂ) • pauliX + (y : ℂ) • pauliY + (z : ℂ) • pauliZ
```

This is $\mathbf k\cdot\sigma$ for $\mathbf k=(x,y,z)$. The sign `•` multiplies a matrix by a number, and `(x : ℂ)` reads a real number as a complex one.

```lean
/-- The Weyl Hamiltonian `H = v k·σ`. -/
def weylH (v x y z : ℝ) : Matrix (Fin 2) (Fin 2) ℂ := (v : ℂ) • kSigma x y z
```

The Hamiltonian is $H=v\,\mathbf k\cdot\sigma$.

```lean
/-- The length `|k|` of the wave vector. -/
def kNorm (x y z : ℝ) : ℝ := √(x ^ 2 + y ^ 2 + z ^ 2)
```

The length is $|\mathbf k|=\sqrt{x^2+y^2+z^2}$.

```lean
/-- The helicity `k·σ/|k|`, meant for `k ≠ 0`. -/
def helicity (x y z : ℝ) : Matrix (Fin 2) (Fin 2) ℂ :=
  (((kNorm x y z)⁻¹ : ℝ) : ℂ) • kSigma x y z
```

The helicity is $h=\mathbf k\cdot\sigma/|\mathbf k|$.

```lean
/-- The upper-band projector `P+ = (1 + k·σ/|k|)/2`, meant for `k ≠ 0`. -/
def projPlus (x y z : ℝ) : Matrix (Fin 2) (Fin 2) ℂ := (1 / 2 : ℂ) • (1 + helicity x y z)
```

$P_+=(1+h)/2$ projects onto the upper band when $v>0$.

```lean
/-- The lower-band projector `P- = (1 - k·σ/|k|)/2`, meant for `k ≠ 0`. -/
def projMinus (x y z : ℝ) : Matrix (Fin 2) (Fin 2) ℂ := (1 / 2 : ℂ) • (1 - helicity x y z)
```

$P_-=(1-h)/2$ projects onto the lower band.

## The weights to be integrated

```lean
/-- The interband weight, the real part of `tr(P+ σx P- σx)`, meant for `k ≠ 0`. -/
def interbandWeight (x y z : ℝ) : ℝ :=
  (trace (projPlus x y z * pauliX * projMinus x y z * pauliX)).re
```

The current operator along $x$ is $v\sigma_x$, so $\mathrm{tr}(P_+\sigma_xP_-\sigma_x)$ is the squared matrix element without its $v^2$. Taking `.re` loses nothing, since the trace is shown below to be real.

```lean
/-- The interband weight integrated over all directions of a wave vector of length `k > 0`. -/
def angularWeight (k : ℝ) : ℝ :=
  ∫ θ in (0 : ℝ)..π, ∫ φ in (0 : ℝ)..(2 * π),
    interbandWeight (k * sin θ * cos φ) (k * sin θ * sin φ) (k * cos θ) * sin θ
```

This integrates the weight over directions, with measure $\sin\theta\,d\theta\,d\phi$.

```lean
/-- The cumulative weight `W(O)`: the integral of `π v² tr(P+ σx P- σx) / (2vk (2π)³)` over the
wave vectors with `2vk < O`, in spherical coordinates, for `v > 0`. -/
def spectralWeight (v O : ℝ) : ℝ :=
  ∫ k in {k : ℝ | 0 < k ∧ 2 * v * k < O},
    π * v ^ 2 / (2 * v * k * (2 * π) ^ 3) * k ^ 2 * angularWeight k
```

$W(O)$ integrates over $k>0$ with $2vk<O$; the factor $k^2$ completes the spherical measure.

```lean
/-- The radial integral of `k^(d+z-3)` over the wave numbers `k > 0` with `2A k^z < O`. -/
def shellIntegral (d z A O : ℝ) : ℝ :=
  ∫ k in {k : ℝ | 0 < k ∧ 2 * A * k ^ z < O}, k ^ (d + z - 3)
```

Here `z` is an exponent, no longer a component. For bands $\pm Ak^z$ in $d$ dimensions, power counting gives $k^{d-1}$ from the measure, $k^{2(z-1)}$ from the squared interband element of the velocity and $k^{-z}$ from the inverse gap: together $k^{d+z-3}$. This holds when the band states depend only on the direction of $\mathbf k$ and the interband element doesn't vanish identically, as it would if the states were the same at all $\mathbf k$. The definition takes this power as given and allows real $d$.

## Projectors and the trace

```lean
/-- The square of `|k|` is the sum of the squared components. -/
theorem kNorm_sq (x y z : ℝ) : kNorm x y z ^ 2 = x ^ 2 + y ^ 2 + z ^ 2 :=
  Real.sq_sqrt (by positivity)
```

Squaring the root returns $x^2+y^2+z^2$, which is nonnegative.

```lean
/-- The square of `k·σ` is `|k|²` times the identity. -/
theorem kSigma_sq (x y z : ℝ) :
    kSigma x y z * kSigma x y z = ((kNorm x y z ^ 2 : ℝ) : ℂ) • 1 := by
  rw [kNorm_sq]
  ext i j
  fin_cases i <;> fin_cases j <;>
    simp [kSigma, pauliX, pauliY, pauliZ, Matrix.mul_apply, Fin.sum_univ_succ] <;>
    first
      | ring1
      | linear_combination (-(y : ℂ) ^ 2) * Complex.I_sq
```

Different Pauli matrices anticommute, so the cross terms cancel and $(\mathbf k\cdot\sigma)^2=|\mathbf k|^2$. Lean checks the four entries, split by `fin_cases`.

```lean
/-- For `k ≠ 0`, `P+` and `P-` are complementary idempotents, and `H` acts on them as
the band energies `v|k|` and `-v|k|`. -/
theorem band_projectors (v : ℝ) {x y z : ℝ} (hk : x ^ 2 + y ^ 2 + z ^ 2 ≠ 0) :
    projPlus x y z * projPlus x y z = projPlus x y z ∧
    projMinus x y z * projMinus x y z = projMinus x y z ∧
    projPlus x y z + projMinus x y z = 1 ∧
    weylH v x y z * projPlus x y z = ((v * kNorm x y z : ℝ) : ℂ) • projPlus x y z ∧
    weylH v x y z * projMinus x y z = ((-(v * kNorm x y z) : ℝ) : ℂ) • projMinus x y z := by
  have hr : kNorm x y z ≠ 0 := fun h => hk (by rw [← kNorm_sq, h]; norm_num)
  -- the helicity is an involution
  have hL : helicity x y z * helicity x y z = 1 := by
    have hc : (kNorm x y z)⁻¹ * (kNorm x y z)⁻¹ * kNorm x y z ^ 2 = 1 := by field_simp
    rw [helicity, smul_mul_smul_comm, kSigma_sq, smul_smul, ← Complex.ofReal_mul,
      ← Complex.ofReal_mul, hc, Complex.ofReal_one, one_smul]
  -- the Hamiltonian is `v|k|` times the helicity
  have hH : weylH v x y z = ((v * kNorm x y z : ℝ) : ℂ) • helicity x y z := by
    have hc : v * kNorm x y z * (kNorm x y z)⁻¹ = v := by field_simp
    rw [helicity, smul_smul, ← Complex.ofReal_mul, hc, weylH]
  rw [hH, Complex.ofReal_neg]
  unfold projPlus projMinus
  refine ⟨?_, ?_, by module, ?_, ?_⟩ <;>
    simp only [smul_mul_assoc, mul_smul_comm, mul_add, add_mul, mul_sub, sub_mul,
      one_mul, mul_one, hL] <;>
    module
```

The hypothesis `hk` says $\mathbf k\neq0$. Then $h^2=1$, so
$$P_\pm^2=\tfrac14(1\pm2h+h^2)=P_\pm,\qquad P_++P_-=1.$$
Since $H=v|\mathbf k|h$ and $hP_\pm=\pm P_\pm$, we get $HP_\pm=\pm v|\mathbf k|P_\pm$. These are the steps `hL` and `hH`, followed by expansion.

```lean
/-- For `k ≠ 0`, the interband trace is `tr(P+ σx P- σx) = 1 - kx²/|k|²`. -/
theorem interband_trace {x y z : ℝ} (hk : x ^ 2 + y ^ 2 + z ^ 2 ≠ 0) :
    trace (projPlus x y z * pauliX * projMinus x y z * pauliX) =
      ((1 - x ^ 2 / (x ^ 2 + y ^ 2 + z ^ 2) : ℝ) : ℂ) := by
  -- the trace with a free prefactor `t` in place of `1/|k|`
  have key : ∀ t : ℂ, trace (((1 / 2 : ℂ) • (1 + t • kSigma x y z)) * pauliX *
      ((1 / 2 : ℂ) • (1 - t • kSigma x y z)) * pauliX) =
      1 / 2 - t ^ 2 * ((x : ℂ) ^ 2 - (y : ℂ) ^ 2 - (z : ℂ) ^ 2) / 2 := by
    intro t
    simp [kSigma, pauliX, pauliY, pauliZ, Matrix.trace_fin_two, Matrix.mul_apply,
      Fin.sum_univ_two, Matrix.one_apply]
    linear_combination (-(t ^ 2 * (y : ℂ) ^ 2) / 2) * Complex.I_sq
  have hr : 1 - x ^ 2 / (x ^ 2 + y ^ 2 + z ^ 2) =
      1 / 2 - ((kNorm x y z)⁻¹) ^ 2 * (x ^ 2 - y ^ 2 - z ^ 2) / 2 := by
    rw [inv_pow, kNorm_sq]
    field_simp
    ring
  rw [projPlus, projMinus, helicity, key, hr]
  push_cast
  ring
```

Write $\mathbf n=\mathbf k/|\mathbf k|$. The terms linear in $h$ are traceless, and $\sigma_xh\sigma_x=n_x\sigma_x-n_y\sigma_y-n_z\sigma_z$, so
$$\mathrm{tr}(P_+\sigma_xP_-\sigma_x)=\tfrac14\left[2-2(n_x^2-n_y^2-n_z^2)\right]=1-n_x^2.$$
In Lean, `key` computes the trace from entries with a free number $t$ for $1/|\mathbf k|$, and `hr` supplies the normalisation.

```lean
/-- The average of the interband weight over the sphere of radius `k > 0` is `2/3`. -/
theorem spherical_average {k : ℝ} (hk : 0 < k) : angularWeight k / (4 * π) = 2 / 3 := by
  have hw : ∀ θ φ : ℝ, interbandWeight (k * sin θ * cos φ) (k * sin θ * sin φ) (k * cos θ) =
      1 - (sin θ * cos φ) ^ 2 := by
    intro θ φ
    have hn : (k * sin θ * cos φ) ^ 2 + (k * sin θ * sin φ) ^ 2 + (k * cos θ) ^ 2 = k ^ 2 := by
      linear_combination k ^ 2 * sin θ ^ 2 * Real.sin_sq_add_cos_sq φ +
        k ^ 2 * Real.sin_sq_add_cos_sq θ
    have hk2 : k ^ 2 ≠ 0 := pow_ne_zero 2 hk.ne'
    rw [interbandWeight, interband_trace (by rw [hn]; exact hk2), Complex.ofReal_re, hn,
      show (k * sin θ * cos φ) ^ 2 = k ^ 2 * (sin θ * cos φ) ^ 2 by ring,
      mul_div_cancel_left₀ _ hk2]
  -- azimuthal integral
  have hφ : ∀ s : ℝ, ∫ φ in (0 : ℝ)..(2 * π), (1 - (s * cos φ) ^ 2) * s =
      2 * π * s - π * s ^ 3 := by
    intro s
    have hd : ∀ φ ∈ Set.uIcc 0 (2 * π), HasDerivAt
        (fun φ : ℝ => s * φ - s ^ 3 * ((φ + sin φ * cos φ) / 2))
        ((1 - (s * cos φ) ^ 2) * s) φ := fun φ _ =>
      (((hasDerivAt_id' φ).const_mul s).fun_sub ((((hasDerivAt_id' φ).fun_add
        ((Real.hasDerivAt_sin φ).fun_mul (Real.hasDerivAt_cos φ))).div_const 2).const_mul
        (s ^ 3))).congr_deriv
        (by linear_combination (s ^ 3 / 2) * Real.sin_sq_add_cos_sq φ)
    rw [intervalIntegral.integral_eq_sub_of_hasDerivAt hd
      (Continuous.intervalIntegrable (by fun_prop) _ _)]
    simp only [Real.sin_two_pi, Real.sin_zero]
    ring
  -- polar integral
  have hθ : ∫ θ in (0 : ℝ)..π, (2 * π * sin θ - π * sin θ ^ 3) = 8 * π / 3 := by
    have hd : ∀ θ ∈ Set.uIcc 0 π, HasDerivAt
        (fun θ : ℝ => -π * cos θ - π / 3 * (cos θ * (cos θ * cos θ)))
        (2 * π * sin θ - π * sin θ ^ 3) θ := fun θ _ =>
      (((Real.hasDerivAt_cos θ).const_mul (-π)).fun_sub (((Real.hasDerivAt_cos θ).fun_mul
        ((Real.hasDerivAt_cos θ).fun_mul (Real.hasDerivAt_cos θ))).const_mul
        (π / 3))).congr_deriv
        (by linear_combination π * sin θ * Real.sin_sq_add_cos_sq θ)
    rw [intervalIntegral.integral_eq_sub_of_hasDerivAt hd
      (Continuous.intervalIntegrable (by fun_prop) _ _)]
    simp only [Real.cos_pi, Real.cos_zero]
    ring
  simp only [angularWeight, hw, hφ, hθ]
  have hpi := Real.pi_ne_zero
  field_simp
  norm_num
```

With $n_x=\sin\theta\cos\phi$ (`hw`) and $s=\sin\theta$, the azimuthal integral (`hφ`) is
$$\int_0^{2\pi}(1-s^2\cos^2\phi)\,s\,d\phi=2\pi s-\pi s^3.$$
The polar integral (`hθ`) gives $4\pi-\tfrac{4\pi}{3}=\tfrac{8\pi}{3}$. Dividing by $4\pi$ leaves $2/3$. Both use explicit antiderivatives.

## From the cutoff to the frequency law

```lean
/-- For `A, z, O > 0` and `d + z > 2`, the radial integral equals
`(O/2A)^((d+z-2)/z) / (d+z-2)`. -/
theorem shellIntegral_eq {d z A O : ℝ} (hA : 0 < A) (hz : 0 < z) (hd : 2 < d + z)
    (hO : 0 < O) :
    shellIntegral d z A O = (O / (2 * A)) ^ ((d + z - 2) / z) / (d + z - 2) := by
  have hq : 0 ≤ O / (2 * A) := by positivity
  have hb : 0 ≤ (O / (2 * A)) ^ z⁻¹ := Real.rpow_nonneg hq _
  -- the energy cutoff is a cutoff in wave number
  have hset : {k : ℝ | 0 < k ∧ 2 * A * k ^ z < O} = Set.Ioo 0 ((O / (2 * A)) ^ z⁻¹) := by
    ext k
    simp only [Set.mem_ofPred_eq, Set.mem_Ioo]
    refine and_congr_right fun hk => ?_
    rw [Real.lt_rpow_inv_iff_of_pos hk.le hq hz, lt_div_iff₀ (by positivity),
      mul_comm (k ^ z)]
  rw [shellIntegral, hset, ← MeasureTheory.integral_Ioc_eq_integral_Ioo,
    ← intervalIntegral.integral_of_le hb, integral_rpow (Or.inl (by linarith)),
    show d + z - 3 + 1 = d + z - 2 by ring, Real.zero_rpow (by linarith), sub_zero,
    ← Real.rpow_mul hq, show z⁻¹ * (d + z - 2) = (d + z - 2) / z by ring]
```

The condition $2Ak^z<O$ means $k<K=(O/2A)^{1/z}$ (`hset`), so
$$\int_0^K k^{d+z-3}\,dk=\frac{K^{d+z-2}}{d+z-2}.$$

The condition $d+z>2$ makes the integral converge at $k=0$. For $d=z=1$ the integrand is $1/k$ and the integral diverges. Lean assigns it the value $0$, whose derivative is $0$, whereas the formula in the next theorem would give $1/O$.

```lean
/-- For `A, z, O > 0` and `d + z > 2`, the radial integral has a derivative in `O` that is
proportional to `O^((d-2)/z)`, with the prefactor given. -/
theorem hasDerivAt_shellIntegral {d z A O : ℝ} (hA : 0 < A) (hz : 0 < z) (hd : 2 < d + z)
    (hO : 0 < O) :
    HasDerivAt (shellIntegral d z A)
      (O ^ ((d - 2) / z) / (2 * A * z * (2 * A) ^ ((d - 2) / z))) O := by
  have hq : O / (2 * A) ≠ 0 := by positivity
  have h := (((hasDerivAt_id' O).div_const (2 * A)).rpow_const
    (p := (d + z - 2) / z) (Or.inl hq)).div_const (d + z - 2)
  have he : (d + z - 2) / z - 1 = (d - 2) / z := by
    field_simp
    ring
  refine (h.congr_of_eventuallyEq ?_).congr_deriv ?_
  · filter_upwards [lt_mem_nhds hO] with w hw
    exact shellIntegral_eq hA hz hd hw
  · have hB : (2 * A) ^ ((d - 2) / z) ≠ 0 := (Real.rpow_pos_of_pos (by positivity) _).ne'
    have hn : d + z - 2 ≠ 0 := by linarith
    rw [he, Real.div_rpow hO.le (by positivity)]
    generalize (2 * A) ^ ((d - 2) / z) = B at hB ⊢
    generalize d + z - 2 = n at hn ⊢
    field_simp
```

`HasDerivAt f c O` says that $f$ is differentiable at $O$ with derivative $c$. By the chain rule,
$$\frac{d}{dO}\,\frac{(O/2A)^{(d+z-2)/z}}{d+z-2}=\frac{(O/2A)^{(d-2)/z}}{2Az}.$$
The closed form holds for positive frequencies, hence throughout a neighbourhood of $O$; `filter_upwards` records this.

```lean
/-- For `v > 0`, the cumulative weight is `v/(6π)` times the radial integral with
`d = 3`, `z = 1` and `A = v`. -/
theorem spectralWeight_eq {v : ℝ} (hv : 0 < v) (O : ℝ) :
    spectralWeight v O = v / (6 * π) * shellIntegral 3 1 v O := by
  have hm : MeasurableSet {k : ℝ | 0 < k ∧ 2 * v * k < O} := by
    have hs : {k : ℝ | 0 < k ∧ 2 * v * k < O} = Set.Ioo 0 (O / (2 * v)) := by
      ext k
      rw [Set.mem_ofPred_eq, Set.mem_Ioo, lt_div_iff₀ (by positivity), mul_comm k]
    rw [hs]
    exact measurableSet_Ioo
  have h1 : (3 : ℝ) + 1 - 3 = 1 := by norm_num
  rw [spectralWeight, shellIntegral, ← MeasureTheory.integral_const_mul]
  simp only [h1, Real.rpow_one]
  refine MeasureTheory.setIntegral_congr_fun hm fun k hk => ?_
  have hk0 : 0 < k := hk.1
  have hpi := Real.pi_pos
  -- the angular integral is `4π` times the average `2/3`
  have ha : angularWeight k = 2 / 3 * (4 * π) :=
    (div_eq_iff (by positivity)).mp (spherical_average hk0)
  simp only [ha]
  field_simp
  norm_num
```

Inserting the angular integral $8\pi/3$, the integrand of $W$ becomes
$$\frac{\pi v^2k^2}{2vk(2\pi)^3}\cdot\frac{8\pi}{3}=\frac{v}{6\pi}\,k,$$
which is the radial integrand for $d=3$, $z=1$, $A=v$, times $v/(6\pi)$.

```lean
/-- For `v, O > 0`, the cumulative weight of the Weyl Hamiltonian has derivative
`O/(24πv)`. -/
theorem hasDerivAt_spectralWeight {v O : ℝ} (hv : 0 < v) (hO : 0 < O) :
    HasDerivAt (spectralWeight v) (O / (24 * π * v)) O := by
  have hW : spectralWeight v = fun w => v / (6 * π) * shellIntegral 3 1 v w :=
    funext (spectralWeight_eq hv)
  have h1 : ((3 : ℝ) - 2) / 1 = 1 := by norm_num
  rw [hW]
  refine ((hasDerivAt_shellIntegral (d := 3) (z := 1) hv one_pos (by norm_num)
    hO).const_mul (v / (6 * π))).congr_deriv ?_
  have hpi := Real.pi_ne_zero
  rw [h1, Real.rpow_one, Real.rpow_one]
  field_simp
  norm_num

end

end WeylOpticalResponse
```

The general law now gives
$$W'(O)=\frac{v}{6\pi}\cdot\frac{O}{(2v)^2}=\frac{O}{24\pi v}.$$
For this idealised node, the real part of the interband conductivity therefore rises linearly with frequency, with a slope that measures $1/v$.

```lean
#print axioms WeylOpticalResponse.band_projectors
#print axioms WeylOpticalResponse.hasDerivAt_spectralWeight
```

```
'WeylOpticalResponse.band_projectors' depends on axioms: [propext, Classical.choice, Quot.sound]
'WeylOpticalResponse.hasDerivAt_spectralWeight' depends on axioms: [propext, Classical.choice, Quot.sound]
```
